# The overlap eigenvalue ratio of two equal Gaussians diverges as their centres merge

Place two identical s-type Gaussians on nearby centres, as may happen when basis functions sit on neighbouring atoms or at a bond midpoint. As the centres approach each other, the functions become almost the same, and their difference almost vanishes. The eigenvalues of the overlap matrix measure how close the pair is to linear dependence.

Let $a>0$ be the common exponent, $A$ and $B$ the centres in a real Euclidean space of finite dimension $d$, and $R=\|A-B\|$. The normalised functions are

$$\chi_A(r)=\left(\frac{2a}{\pi}\right)^{d/4}e^{-a\|r-A\|^2}$$

and $\chi_B$, defined likewise. Their overlap is $s=e^{-aR^2/2}$, and their overlap matrix has exactly the eigenvalues $1+s$ and $1-s$. The ratio $\kappa(R)=(1+s)/(1-s)$ tends to infinity as $R\to0$ from above, with $R^2\kappa(R)\to4/a$.

## From the overlap integral to the divergence

Let $M=(A+B)/2$. The parallelogram law for $r-A$ and $r-B$, whose sum is $2(r-M)$ and whose difference is $B-A$, reads

$$4\|r-M\|^2+R^2=2\|r-A\|^2+2\|r-B\|^2.$$

Multiplying by $-a/2$ and exponentiating gives the Gaussian product theorem,

$$\chi_A(r)\chi_B(r)=\left(\frac{2a}{\pi}\right)^{d/2}e^{-aR^2/2}\,e^{-2a\|r-M\|^2}.$$

The last factor integrates to $(\pi/2a)^{d/2}$, which cancels the prefactor and leaves $s=e^{-aR^2/2}$. For $A=B$ the integral is 1, which is the normalisation.

A coefficient vector $v=(v_0,v_1)$ with eigenvalue $\mu$ satisfies

$$v_0+sv_1=\mu v_0,\qquad sv_0+v_1=\mu v_1.$$

The sum and the difference of these equations are

$$(\mu-1-s)(v_0+v_1)=0,\qquad(\mu-1+s)(v_0-v_1)=0.$$

If $\mu$ is neither $1+s$ nor $1-s$, then $v_0+v_1=v_0-v_1=0$, so $v=0$, which is excluded. Conversely, the unit vectors $(1,1)/\sqrt2$ and $(1,-1)/\sqrt2$ have the eigenvalues $1+s$ and $1-s$.

For $R>0$ put $x=aR^2/2>0$, so that $s=e^{-x}<1$. From $e^{-x}\ge1-x$ we get $1-s\le x$. Multiplying $e^x\ge1+x$ by $s$ gives $s(1+x)\le1$, hence $x\le(1-s)(1+x)$. Together,

$$1\le\frac{x}{1-s}\le1+x.$$

Since $R^2=2x/a$, we have $R^2\kappa(R)=\frac2a(1+s)\frac{x}{1-s}$, and therefore

$$\frac2a(1+s)\le R^2\kappa(R)\le\frac2a(1+s)(1+x).$$

As $R\to0$, $s\to1$ and $x\to0$, so both bounds tend to $4/a$. Multiplying by $R^{-2}\to\infty$ gives $\kappa(R)\to\infty$.

In electronic-structure calculations a small overlap eigenvalue can amplify rounding errors when the basis is orthogonalised. The rounding errors themselves are not modelled here; what is shown, for two s-type functions with one exponent, is that the eigenvalue ratio grows as $R^{-2}$ when $R\to0$.

The equality of the exponents matters. For normalised Gaussians with exponents $a$ and $4a$ on the same centre in three dimensions, direct integration gives the overlap $(4/5)^{3/2}\approx0.716$. The eigenvalue ratio is then about 6.0, and it stays finite as the centres merge.

## Gaussians and their overlap in Lean

The type `V` is the space in which the centres and the electron coordinate live.

```lean
import Mathlib

open Filter Topology Matrix MeasureTheory

namespace GaussianOverlapConditioning

noncomputable section

variable {V : Type*} [NormedAddCommGroup V] [InnerProductSpace ℝ V]
```

In `gaussian`, the number `Module.finrank ℝ V` is the dimension $d$, so the prefactor is the one above.

```lean
/-- The s-type Gaussian with exponent `a` and centre `A`, with prefactor `(2a/π)^(d/4)` in
dimension `d`. -/
def gaussian (a : ℝ) (A r : V) : ℝ :=
  (2 * a / Real.pi) ^ ((Module.finrank ℝ V : ℝ) / 4) * Real.exp (-a * ‖r - A‖ ^ 2)
```

The next two definitions are functions of real numbers: `overlap a R` is the closed form $s$, and `conditionRatio a R` is $\kappa(R)$. At $R=0$ Lean's division by zero gives the ratio the value 0, which has no physical meaning; the limits below approach zero without using it.

```lean
/-- The function `exp(-a R²/2)` of the exponent `a` and the distance `R`. -/
def overlap (a R : ℝ) : ℝ := Real.exp (-a * R ^ 2 / 2)

/-- The ratio `(1 + s)/(1 - s)` with `s = exp(-a R²/2)`. -/
def conditionRatio (a R : ℝ) : ℝ := (1 + overlap a R) / (1 - overlap a R)
```

The product theorem follows the derivation closely. The fact `p` is the parallelogram law, `h1` and `h2` identify the sum and the difference, and `linear_combination (a / 2) * p` matches the exponents. The step `hc` combines the two prefactors.

```lean
/-- Gaussian product theorem for equal exponents: the product of two Gaussians is a Gaussian
of doubled exponent at the midpoint, times a factor that depends on the distance. -/
theorem gaussian_mul {a : ℝ} (ha : 0 < a) (A B r : V) :
    gaussian a A r * gaussian a B r =
      (2 * a / Real.pi) ^ ((Module.finrank ℝ V : ℝ) / 2) * overlap a ‖A - B‖ *
        Real.exp (-(2 * a) * ‖r - (1 / 2 : ℝ) • (A + B)‖ ^ 2) := by
  -- the parallelogram law completes the square
  have p := parallelogram_law_with_norm ℝ (r - A) (r - B)
  have h1 : (r - A) + (r - B) = (2 : ℝ) • (r - (1 / 2 : ℝ) • (A + B)) := by module
  have h2 : (r - A) - (r - B) = -(A - B) := by abel
  have h3 : ‖(2 : ℝ)‖ = 2 := by norm_num
  rw [h1, h2, norm_neg, norm_smul, h3] at p
  have he : Real.exp (-a * ‖r - A‖ ^ 2) * Real.exp (-a * ‖r - B‖ ^ 2) =
      overlap a ‖A - B‖ * Real.exp (-(2 * a) * ‖r - (1 / 2 : ℝ) • (A + B)‖ ^ 2) := by
    unfold overlap
    rw [← Real.exp_add, ← Real.exp_add]
    congr 1
    linear_combination (a / 2) * p
  have hpos : 0 < 2 * a / Real.pi := div_pos (by linarith) Real.pi_pos
  have hc : (2 * a / Real.pi) ^ ((Module.finrank ℝ V : ℝ) / 4) *
      (2 * a / Real.pi) ^ ((Module.finrank ℝ V : ℝ) / 4) =
      (2 * a / Real.pi) ^ ((Module.finrank ℝ V : ℝ) / 2) := by
    rw [← Real.rpow_add hpos]
    congr 1
    ring
  unfold gaussian
  rw [mul_mul_mul_comm, hc, he]
  exact (mul_assoc _ _ _).symm
```

The matrix is defined by integrals over `V`, so its closed form has to be proved.

```lean
variable [FiniteDimensional ℝ V] [MeasurableSpace V] [BorelSpace V]

/-- The overlap matrix of two Gaussians with common exponent `a` and centres `A` and `B`;
its entries are the integrals of products of the basis functions. -/
def overlapMatrix (a : ℝ) (A B : V) : Matrix (Fin 2) (Fin 2) ℝ :=
  Matrix.of fun i j => ∫ r : V, gaussian a (![A, B] i) r * gaussian a (![A, B] j) r
```

In the overlap theorem, `hI` shifts the origin to the midpoint and applies Mathlib's Gaussian integral, while `hone` cancels the powers of $2a/\pi$ and $\pi/(2a)$.

```lean
/-- The overlap integral of two equal Gaussians at distance `R` is `exp(-a R²/2)`. -/
theorem integral_gaussian_mul {a : ℝ} (ha : 0 < a) (A B : V) :
    ∫ r : V, gaussian a A r * gaussian a B r = overlap a ‖A - B‖ := by
  have hpi := Real.pi_pos
  -- shift the origin to the midpoint and use the Gaussian integral
  have hI : ∫ r : V, Real.exp (-(2 * a) * ‖r - (1 / 2 : ℝ) • (A + B)‖ ^ 2) =
      (Real.pi / (2 * a)) ^ ((Module.finrank ℝ V : ℝ) / 2) :=
    (integral_sub_right_eq_self (fun r : V => Real.exp (-(2 * a) * ‖r‖ ^ 2))
      ((1 / 2 : ℝ) • (A + B))).trans
      (GaussianFourier.integral_rexp_neg_mul_sq_norm (by linarith))
  have hone : (2 * a / Real.pi) ^ ((Module.finrank ℝ V : ℝ) / 2) *
      (Real.pi / (2 * a)) ^ ((Module.finrank ℝ V : ℝ) / 2) = 1 := by
    have h : 2 * a / Real.pi * (Real.pi / (2 * a)) = 1 := by field_simp
    rw [← Real.mul_rpow (by positivity) (by positivity), h, Real.one_rpow]
  simp_rw [gaussian_mul ha]
  rw [integral_const_mul, hI, mul_right_comm, hone, one_mul]
```

Applying this to all four entries gives the matrix with unit diagonal, and so also the normalisation of both functions.

```lean
/-- The overlap matrix has unit diagonal and off-diagonal entries `s = exp(-a R²/2)`. -/
theorem overlapMatrix_eq {a : ℝ} (ha : 0 < a) (A B : V) :
    overlapMatrix a A B = !![1, overlap a ‖A - B‖; overlap a ‖A - B‖, 1] := by
  ext i j
  have h : overlapMatrix a A B i j = overlap a ‖![A, B] i - ![A, B] j‖ :=
    integral_gaussian_mul ha _ _
  rw [h]
  fin_cases i <;> fin_cases j <;> simp [overlap, norm_sub_rev B A]
```

## The complete spectrum

The theorem says that a real number $\mu$ has a nonzero real eigenvector if and only if it is $1+s$ or $1-s$. Coinciding centres are included: the eigenvalues are then 2 and 0. In the proof, `hp` and `hm` are the sum and difference equations, and the converse uses the unnormalised vectors `![1, 1]` and `![1, -1]`.

```lean
/-- The eigenvalues of the overlap matrix are exactly `1 + s` and `1 - s`. -/
theorem overlapMatrix_eigenvalue_iff {a : ℝ} (ha : 0 < a) (A B : V) (μ : ℝ) :
    (∃ v : Fin 2 → ℝ, v ≠ 0 ∧ overlapMatrix a A B *ᵥ v = μ • v) ↔
      μ = 1 + overlap a ‖A - B‖ ∨ μ = 1 - overlap a ‖A - B‖ := by
  rw [overlapMatrix_eq ha]
  generalize overlap a ‖A - B‖ = s
  constructor
  · rintro ⟨v, hv, h⟩
    have h0 : v 0 + s * v 1 = μ * v 0 := by
      simpa [Matrix.mulVec, dotProduct, Fin.sum_univ_succ] using congrFun h 0
    have h1 : s * v 0 + v 1 = μ * v 1 := by
      simpa [Matrix.mulVec, dotProduct, Fin.sum_univ_succ] using congrFun h 1
    -- in-phase and out-of-phase combinations decouple the equations
    have hp : (μ - (1 + s)) * (v 0 + v 1) = 0 := by linear_combination -h0 - h1
    have hm : (μ - (1 - s)) * (v 0 - v 1) = 0 := by linear_combination -h0 + h1
    rcases mul_eq_zero.1 hp with h | hp
    · left; linarith
    rcases mul_eq_zero.1 hm with h | hm
    · right; linarith
    exfalso
    apply hv
    ext i
    fin_cases i
    · change v 0 = 0
      linarith
    · change v 1 = 0
      linarith
  · rintro (rfl | rfl)
    · refine ⟨![1, 1], fun h => by simpa using congrFun h 0, ?_⟩
      ext i
      fin_cases i <;> simp [Matrix.mulVec, dotProduct, Fin.sum_univ_succ]
      ring
    · refine ⟨![1, -1], fun h => by simpa using congrFun h 0, ?_⟩
      ext i
      fin_cases i <;> simp [Matrix.mulVec, dotProduct, Fin.sum_univ_succ] <;> ring
```

## Bounds and the limit at zero distance

For nonzero distance the overlap is below one, so the denominator of the ratio is positive.

```lean
/-- At nonzero distance the overlap is strictly smaller than one. -/
theorem overlap_lt_one {a R : ℝ} (ha : 0 < a) (hR : R ≠ 0) : overlap a R < 1 := by
  have h : 0 < a * R ^ 2 := by positivity
  exact Real.exp_lt_one_iff.2 (by linarith)
```

In the two-sided estimate, `h1` is $1-s\le x$ and `h2` is $s(1+x)\le1$. They yield the bounds `q1` and `q2` on $x/(1-s)$, and `hk` rewrites $R^2\kappa(R)$ in terms of that quotient.

```lean
/-- Lower and upper bounds on `R²` times the eigenvalue ratio at nonzero distance. -/
theorem conditionRatio_bounds {a R : ℝ} (ha : 0 < a) (hR : R ≠ 0) :
    2 / a * (1 + overlap a R) ≤ R ^ 2 * conditionRatio a R ∧
      R ^ 2 * conditionRatio a R ≤ 2 / a * (1 + overlap a R) * (1 + a * R ^ 2 / 2) := by
  have hd : 0 < 1 - overlap a R := sub_pos.2 (overlap_lt_one ha hR)
  have hs : 0 < overlap a R := Real.exp_pos _
  have hx : overlap a R = Real.exp (-(a * R ^ 2 / 2)) := by
    unfold overlap
    congr 1
    ring
  have h1 : 1 - overlap a R ≤ a * R ^ 2 / 2 := by
    rw [hx]
    linarith [Real.add_one_le_exp (-(a * R ^ 2 / 2))]
  have h2 : overlap a R * (1 + a * R ^ 2 / 2) ≤ 1 := by
    have hinv : overlap a R * Real.exp (a * R ^ 2 / 2) = 1 := by
      rw [hx, ← Real.exp_add, neg_add_cancel, Real.exp_zero]
    have hle := mul_le_mul_of_nonneg_left (Real.add_one_le_exp (a * R ^ 2 / 2)) hs.le
    linarith
  have q1 : 1 ≤ a * R ^ 2 / 2 / (1 - overlap a R) := (one_le_div hd).2 h1
  have q2 : a * R ^ 2 / 2 / (1 - overlap a R) ≤ 1 + a * R ^ 2 / 2 :=
    (div_le_iff₀ hd).2 (by linarith)
  have hk : R ^ 2 * conditionRatio a R =
      2 / a * (1 + overlap a R) * (a * R ^ 2 / 2 / (1 - overlap a R)) := by
    have hne := hd.ne'
    unfold conditionRatio
    field_simp
  have hnn : 0 ≤ 2 / a * (1 + overlap a R) := by positivity
  rw [hk]
  exact ⟨le_mul_of_one_le_right hnn q1, mul_le_mul_of_nonneg_left q2 hnn⟩
```

The filter `𝓝[>] 0` expresses $R\to0$ through positive values. Both bounds are continuous in $R$ with value $4/a$ at zero, and the squeeze theorem transfers this limit to $R^2\kappa(R)$.

```lean
/-- As the distance `R` tends to zero, `R²` times the eigenvalue ratio tends to `4/a`. -/
theorem sq_mul_conditionRatio_tendsto {a : ℝ} (ha : 0 < a) :
    Tendsto (fun R => R ^ 2 * conditionRatio a R) (𝓝[>] 0) (𝓝 (4 / a)) := by
  have h0 : overlap a 0 = 1 := by simp [overlap]
  have hs : Continuous (fun R => overlap a R) := by
    simp only [overlap]
    fun_prop
  have hl : Continuous (fun R => 2 / a * (1 + overlap a R)) :=
    continuous_const.mul (continuous_const.add hs)
  have hu : Continuous (fun R => 2 / a * (1 + overlap a R) * (1 + a * R ^ 2 / 2)) :=
    hl.mul (by fun_prop)
  -- both bounds have the same limit
  refine tendsto_of_tendsto_of_tendsto_of_le_of_le'
    ((hl.tendsto' 0 (4 / a) (by rw [h0]; ring)).mono_left nhdsWithin_le_nhds)
    ((hu.tendsto' 0 (4 / a) (by rw [h0]; ring)).mono_left nhdsWithin_le_nhds) ?_ ?_
  · filter_upwards [self_mem_nhdsWithin] with R hR
    exact (conditionRatio_bounds ha (Set.mem_Ioi.1 hR).ne').1
  · filter_upwards [self_mem_nhdsWithin] with R hR
    exact (conditionRatio_bounds ha (Set.mem_Ioi.1 hR).ne').2
```

The final theorem multiplies this positive limit by $R^{-1}R^{-1}$, which tends to infinity, and `field_simp` identifies the product with the ratio for $R\ne0$. It concerns a real variable $R$; the eigenvalue theorem links it to the matrix through $R=\|A-B\|$, where distinct centres require $d\ge1$. Larger basis sets, contracted functions and higher angular momenta are not treated.

```lean
/-- The ratio `(1 + s)/(1 - s)` of the overlap eigenvalues tends to infinity as the distance
of the two Gaussians tends to zero. -/
theorem conditionRatio_tendsto_atTop {a : ℝ} (ha : 0 < a) :
    Tendsto (fun R => conditionRatio a R) (𝓝[>] 0) atTop := by
  have hi : Tendsto (fun R : ℝ => R⁻¹) (𝓝[>] 0) atTop := tendsto_inv_nhdsGT_zero
  have h := (sq_mul_conditionRatio_tendsto ha).pos_mul_atTop (by positivity)
    (hi.atTop_mul_atTop₀ hi)
  refine h.congr' ?_
  filter_upwards [self_mem_nhdsWithin] with R hR
  have hne : R ≠ 0 := (Set.mem_Ioi.1 hR).ne'
  field_simp

end

end GaussianOverlapConditioning
```

```lean
#print axioms GaussianOverlapConditioning.overlapMatrix_eigenvalue_iff
-- 'GaussianOverlapConditioning.overlapMatrix_eigenvalue_iff' depends on axioms: [propext, Classical.choice, Quot.sound]
#print axioms GaussianOverlapConditioning.conditionRatio_tendsto_atTop
-- 'GaussianOverlapConditioning.conditionRatio_tendsto_atTop' depends on axioms: [propext, Classical.choice, Quot.sound]
```
